# The initial slope of a function along a quadratic curve of symmetric matrices depends only on the initial velocity

Let `f` be a real-valued function of real square matrices of finite size, differentiable at a symmetric matrix `X` relative to the set of symmetric matrices, with derivative `L`. The theorem says that along the curve X + tV + t²W, with `V` and `W` symmetric, `f` has slope L(V) at t = 0, so the second-order term does not affect the first-order response. In physics `f` could be an energy depending on a real symmetric matrix, but the statement assumes no particular model and puts no condition on the matrices beyond symmetry. The proof differentiates the curve term by term, checks that it stays among the symmetric matrices, and applies the chain rule.

In Lean, a first try:

```lean
import Mathlib

open Matrix Filter Topology
open scoped MatrixOrder

namespace HasDerivAtCurve

attribute [local instance] Matrix.normedAddCommGroup Matrix.normedSpace

variable {n m : Type*} [Fintype m]

variable [Fintype n]

/-- Along a quadratic curve of symmetric matrices, the initial slope of `f` is its derivative `L`
applied to the initial velocity `V`. -/
theorem hasDerivAt_curve {f : Matrix n n ℝ → ℝ} {L : Matrix n n ℝ →L[ℝ] ℝ}
    {X V W : Matrix n n ℝ} (hf : HasFDerivWithinAt f L {S | S.IsSymm} X)
    (hX : X.IsSymm) (hV : V.IsSymm) (hW : W.IsSymm) :
    HasDerivAt (fun t : ℝ => f (X + t • V + t ^ 2 • W)) (L V) 0 := by
  obtain ⟨γ, hγ⟩ : ∃ γ : ℝ → Matrix n n ℝ, γ = fun t => X + t • V + t ^ 2 • W := ⟨_, rfl⟩
  have h1 : HasDerivAt (fun t : ℝ => X + t • V) ((1 : ℝ) • V) 0 :=
    ((hasDerivAt_id' (0 : ℝ)).smul_const V).const_add X
  have h2 : HasDerivAt (fun t : ℝ => t ^ 2 • W) ((0 : ℝ) • W) 0 := by
    simpa using (hasDerivAt_pow 2 (0 : ℝ)).smul_const W
  have h3 : HasDerivAt γ V 0 := by
    rw [hγ]
    exact (h1.fun_add h2).congr_deriv (by simp)
  have h0 : γ 0 = X := by simp [hγ]
  have hf' : HasFDerivWithinAt f L {S | S.IsSymm} (γ 0) := by
    rw [h0]
    exact hf
  have hs : Set.MapsTo γ Set.univ {S | S.IsSymm} := by
    intro t _
    rw [hγ]
    exact (hX.add (hV.smul t)).add (hW.smul (t ^ 2))
  have hc := hf'.comp_hasDerivWithinAt (0 : ℝ) (h3.hasDerivWithinAt (s := Set.univ)) hs
  rw [hγ] at hc
  exact hasDerivWithinAt_univ.mp hc

end HasDerivAtCurve
```

Lean reports:

```
Main.lean:24:4: error: Type mismatch: After simplification, term
  HasDerivAt.smul_const (hasDerivAt_pow 2 0) W
 has type
  @HasDerivAt ℝ DenselyNormedField.toNontriviallyNormedField (Matrix n n ℝ) Matrix.normedAddCommGroup.toAddCommGroup
    Matrix.normedSpace.toModule PseudoMetricSpace.toUniformSpace.toTopologicalSpace ⋯ (fun y => y ^ 2 • W) 0 0
but is expected to have type
  @HasDerivAt ℝ DenselyNormedField.toNontriviallyNormedField (Matrix n n ℝ) addCommGroup module
    instTopologicalSpaceMatrix ⋯ (fun t => t ^ 2 • W) 0 0
```

Lean accepts the file once it reads:

```diff
@@ -22,5 +22,7 @@
     ((hasDerivAt_id' (0 : ℝ)).smul_const V).const_add X
   have h2 : HasDerivAt (fun t : ℝ => t ^ 2 • W) ((0 : ℝ) • W) 0 := by
-    simpa using (hasDerivAt_pow 2 (0 : ℝ)).smul_const W
+    have hp : HasDerivAt (fun t : ℝ => t ^ 2) 0 0 := by
+      simpa using hasDerivAt_pow 2 (0 : ℝ)
+    exact hp.smul_const W
   have h3 : HasDerivAt γ V 0 := by
     rw [hγ]
```

Cause. The error is in `h2`, which says that t²W has zero derivative at t = 0. After simplification, the supplied term and the goal agree on the function, the derivative and the point, but not on the instances written into their types. `smul_const` takes the additive group, module and topology of the matrices from their normed structure, while the goal uses the matrix instances directly, such as `instTopologicalSpaceMatrix`. The two sets are equal by definition, but the check that ends `simpa` does not unfold them far enough to see it.

The repair first proves `hp`, that t² has derivative 0 at 0. This concerns only real numbers, so `simpa` meets no matrix instances there. Then `exact hp.smul_const W` brings in the matrix. Its derivative is already `(0 : ℝ) • W`, as the goal asks, so no simplification is needed, and `exact` unfolds definitions more freely and accepts the two sets of instances as equal.
